# Plane waves with ω = 2 sin(q/2) solve the equations of motion of a harmonic chain

The theorem `linear_wave` concerns a chain with sites labelled by the integers, in which the displacements obey the linear equation uₙ″ = uₙ₊₁ + uₙ₋₁ − 2uₙ, with no physical constants left in it. It states that uₙ(t) = cos(qn − ωt), with ω = 2 sin(q/2), satisfies this equation for every real wavenumber q, every site n and every time t. Here `HasAccel` asks that the displacement have a velocity at all times, and that this velocity have the stated derivative at time t. The attempt differentiates the wave twice, proves the dispersion relation ω² = 2 − 2 cos q, and expands the neighbours' displacements with the addition formulas so that the two sides can be compared.

Lean 4 with Mathlib refuses this proof:

```lean
import Mathlib

open Filter Topology

namespace TodaSoliton

noncomputable section

/-- The coordinate `f` has a velocity at all times, and its acceleration at time `t` is `a`. -/
def HasAccel (f : ℝ → ℝ) (a t : ℝ) : Prop :=
  ∃ v : ℝ → ℝ, (∀ s, HasDerivAt f (v s) s) ∧ HasDerivAt v a t

/-- The frequency of a wave of wavenumber `q` in the linearised chain. -/
def freq (q : ℝ) : ℝ := 2 * Real.sin (q / 2)

/-- The plane wave of wavenumber `q` in the linearised chain. -/
def wave (q : ℝ) (n : ℤ) (t : ℝ) : ℝ := Real.cos (q * n - freq q * t)

/-- Plane waves of frequency `2 sin (q / 2)` solve the linearised chain
`u_n'' = u_(n+1) + u_(n-1) - 2 u_n`. -/
theorem linear_wave (q : ℝ) (n : ℤ) (t : ℝ) :
    HasAccel (wave q n) (wave q (n + 1) t + wave q (n - 1) t - 2 * wave q n t) t := by
  have h : ∀ s, HasDerivAt (fun s : ℝ => q * n - freq q * s) (-freq q) s := fun s =>
    (((hasDerivAt_id s).const_mul (freq q)).const_sub (q * n)).congr_deriv (by ring)
  refine ⟨fun s => -Real.sin (q * n - freq q * s) * -freq q, fun s => (h s).cos,
    ((h t).sin.fun_neg.mul_const (-freq q)).congr_deriv ?_⟩
  -- the dispersion relation
  have hw : freq q ^ 2 = 2 - 2 * Real.cos q := by
    have h2 := Real.cos_two_mul (q / 2)
    have e : 2 * (q / 2) = q := by ring
    rw [e] at h2
    unfold freq
    linear_combination 2 * h2 + 4 * Real.sin_sq_add_cos_sq (q / 2)
  have e1 : wave q (n + 1) t = Real.cos (q * n - freq q * t + q) := by
    unfold wave; congr 1; push_cast; ring
  have e2 : wave q (n - 1) t = Real.cos (q * n - freq q * t - q) := by
    unfold wave; congr 1; push_cast; ring
  rw [e1, e2, Real.cos_add, Real.cos_sub, wave]
  linear_combination (-Real.cos (q * n - freq q * t)) * hw

end

end TodaSoliton
```

Lean reports:

```
Main.lean:39:2: error: ring failed, ring expressions not equal
q : ℝ
n : ℤ
t : ℝ
h : ∀ (s : ℝ), HasDerivAt (fun s => q * ↑n - freq q * s) (-freq q) s
hw : freq q ^ 2 = 2 - 2 * Real.cos q
e1 : wave q (n + 1) t = Real.cos (q * ↑n - freq q * t + q)
e2 : wave q (n - 1) t = Real.cos (q * ↑n - freq q * t - q)
⊢ -(Real.cos (q * ↑n) * Real.cos (freq q * t) * freq q ^ 2) - Real.cos (q * ↑n) * Real.cos (freq q * t) * Real.cos q -
                Real.sin (q * ↑n) * Real.sin (freq q * t) * freq q ^ 2 -
              Real.sin (q * ↑n) * Real.sin (freq q * t) * Real.cos q +
            freq q ^ 2 * Real.cos (q * ↑n - freq q * t) +
          Real.cos (q * ↑n - freq q * t) * Real.cos q * 2 +
        Real.sin (q * ↑n - freq q * t) * Real.sin q -
      Real.cos (q * ↑n - freq q * t - q) =
    0
```

What went wrong. The error says that `ring`, which `linear_combination` calls to check the final identity, could not reduce the difference of the two sides to zero. The fault lies in the rewrite before it.

Write θ for `q * n - freq q * t`. The rewrite with `Real.cos_sub` was meant to expand cos(θ − q), but θ is itself a difference, so cos θ also fits the lemma's pattern. Given no arguments, `rw` settled on cos θ and expanded its occurrences into products of functions of `q * n` and `freq q * t`. The message shows these products, with cos(θ − q) still unexpanded. It also contains cos θ itself, which comes from the coefficient of `hw` in the `linear_combination` call, and `ring` does not know the trigonometric identities that relate these terms.

The repair gives `Real.cos_sub` the arguments θ and q, so that it can only expand cos(θ − q). The sine terms then cancel, and `hw` closes the goal. The arguments given to `Real.cos_add` are mere tidying, as that rewrite already expanded the right term, cos(θ + q).

Lean accepts the file once it reads:

```diff
@@ -36,5 +36,5 @@
   have e2 : wave q (n - 1) t = Real.cos (q * n - freq q * t - q) := by
     unfold wave; congr 1; push_cast; ring
-  rw [e1, e2, Real.cos_add, Real.cos_sub, wave]
+  rw [e1, e2, Real.cos_add (q * n - freq q * t) q, Real.cos_sub (q * n - freq q * t) q, wave]
   linear_combination (-Real.cos (q * n - freq q * t)) * hw
 
```
